# For a cubic barrier, the zero-energy tunnelling action is 36/5 of the barrier height divided by the well frequency

Take a particle of mass 1 in the potential $U(x)=\tfrac12x^2(1-x)$, which has a well of angular frequency 1 at the origin and returns to zero at $x=1$. Between these points it forms a barrier, and

$$\tfrac{2}{27}-U(x)=\tfrac12\left(x-\tfrac23\right)^2\left(x+\tfrac13\right).$$

The right side is non-negative for $x\ge0$ and vanishes there only at $x=\tfrac23$, so the height is $\tfrac2{27}$. At zero energy, the level of the well bottom, the momentum under the barrier is imaginary with magnitude $\sqrt{2U}=x\sqrt{1-x}$, and the action, counted across the barrier and back, is $2\int_0^1x\sqrt{1-x}\,dx=\tfrac8{15}=\tfrac{36}5\cdot\tfrac2{27}$. The general case restores the mass $m$, the well frequency $w$ and the width $x_0$.

A Josephson junction biased just below its critical current has approximately a potential of this form around a well and its lower barrier, with the phase, measured from the well, as coordinate; the results give its escape exponents in the undamped, one-dimensional cubic model, not its escape rate.

## The potential and the quantities measured on it

```lean
import Mathlib

open Set Real

namespace CubicBarrier

noncomputable section
```

The file loads Mathlib and opens two namespaces, so that `Icc` (a closed interval) and `π` can be written without prefixes.

```lean
/-- The cubic potential with a well of frequency `w` at the origin and a second zero at `x0`. -/
def cubicU (m w x0 x : ℝ) : ℝ := m * w ^ 2 * x ^ 2 / 2 * (1 - x / x0)
```

This is $U(x)=\frac{mw^2x^2}{2}\left(1-\frac{x}{x_0}\right)$. All arguments are real numbers; positivity enters later, as hypotheses of the theorems.

```lean
/-- The barrier height: the supremum of the potential between its zeros `0` and `x0`. -/
def barrierHeight (m w x0 : ℝ) : ℝ := sSup (cubicU m w x0 '' Icc 0 x0)
```

The height $\Delta U$ is the supremum of the values of $U$ on $[0,x_0]$. The expression `cubicU m w x0 '' Icc 0 x0` is the set of those values.

```lean
/-- The zero-energy tunnelling action: twice the integral of `√(2 m U)` across the barrier. -/
def tunnelAction (m w x0 : ℝ) : ℝ := 2 * ∫ x in (0 : ℝ)..x0, √(2 * m * cubicU m w x0 x)
```

The action is $S=2\int_0^{x_0}\sqrt{2mU(x)}\,dx$. The factor 2 counts the way out to the turning point $x_0$ and the way back.

```lean
/-- The crossover temperature `ħ ω / (2 π k)`, where `ω` is the frequency of the inverted
potential at the point `2 x0 / 3`. -/
def crossoverTemperature (hbar k m w x0 : ℝ) : ℝ :=
  hbar * √(-(deriv (deriv (cubicU m w x0)) (2 * x0 / 3)) / m) / (2 * π * k)
```

Here $T=\hbar\omega/(2\pi k)$ with $\omega=\sqrt{-U''(2x_0/3)/m}$, where $k$ is Boltzmann's constant. The formula for $T$ is postulated. It stands for the temperature at which the imaginary-time period $\hbar/(kT)$ equals the period $2\pi/\omega$ of small oscillations about the barrier top in the inverted potential.

```lean
/-- The bounce path in imaginary time `t`. -/
def bouncePath (w x0 t : ℝ) : ℝ := x0 / cosh (w * t / 2) ^ 2
```

The path is $x(t)=x_0/\cosh^2(wt/2)$, which reaches $x_0$ at imaginary time $t=0$.

```lean
/-- The velocity along the bounce path. -/
def bounceVelocity (w x0 t : ℝ) : ℝ := -w * x0 * sinh (w * t / 2) / cosh (w * t / 2) ^ 3
```

The velocity is written as a separate formula, $v(t)=-wx_0\sinh(wt/2)/\cosh^3(wt/2)$. That it is the derivative of the path is proved below.

## Height and curvature

```lean
/-- The distance of the potential below `2 m w² x0² / 27` factorises with a double zero
at `2 x0 / 3`. -/
theorem barrier_gap (m w x : ℝ) {x0 : ℝ} (h0 : 0 < x0) :
    2 * m * w ^ 2 * x0 ^ 2 / 27 - cubicU m w x0 x
      = m * w ^ 2 / (2 * x0) * (x - 2 * x0 / 3) ^ 2 * (x + x0 / 3) := by
  unfold cubicU
  have hne : x0 ≠ 0 := h0.ne'
  field_simp
  ring
```

By hand, expand

$$\left(x-\tfrac{2x_0}3\right)^2\left(x+\tfrac{x_0}3\right)=x^3-x_0x^2+\tfrac{4x_0^3}{27}$$

and multiply by $mw^2/(2x_0)$. The result is $\frac{2mw^2x_0^2}{27}-U(x)$. In Lean, `field_simp` clears the denominators and `ring` compares the polynomials.

```lean
/-- The barrier height is `2 m w² x0² / 27`, and between the zeros of the potential it is
attained at `2 x0 / 3` and nowhere else. -/
theorem barrierHeight_eq {m w x0 : ℝ} (hm : 0 < m) (hw : 0 < w) (h0 : 0 < x0) :
    barrierHeight m w x0 = 2 * m * w ^ 2 * x0 ^ 2 / 27 ∧
      ∀ x ∈ Icc 0 x0, (cubicU m w x0 x = barrierHeight m w x0 ↔ x = 2 * x0 / 3) := by
  have top : cubicU m w x0 (2 * x0 / 3) = 2 * m * w ^ 2 * x0 ^ 2 / 27 := by
    linear_combination -(barrier_gap m w (2 * x0 / 3) h0)
  have hmax : IsGreatest (cubicU m w x0 '' Icc 0 x0) (2 * m * w ^ 2 * x0 ^ 2 / 27) := by
    refine ⟨⟨2 * x0 / 3, ⟨by positivity, by linarith⟩, top⟩, ?_⟩
    rintro _ ⟨x, hx, rfl⟩
    have hx0 : 0 ≤ x := hx.1
    have hpos : 0 ≤ m * w ^ 2 / (2 * x0) * (x - 2 * x0 / 3) ^ 2 * (x + x0 / 3) := by
      positivity
    linarith [barrier_gap m w x h0]
  have hB : barrierHeight m w x0 = 2 * m * w ^ 2 * x0 ^ 2 / 27 := hmax.csSup_eq
  refine ⟨hB, fun x hx => ⟨fun h => ?_, fun h => by rw [h, hB, top]⟩⟩
  -- at the maximal value the gap vanishes, and only the double zero lies in the interval
  have hx0 : 0 ≤ x := hx.1
  have hz : m * w ^ 2 / (2 * x0) * (x - 2 * x0 / 3) ^ 2 * (x + x0 / 3) = 0 := by
    rw [← barrier_gap m w x h0, h, hB, sub_self]
  have hA : m * w ^ 2 / (2 * x0) ≠ 0 := by positivity
  have hC : x + x0 / 3 ≠ 0 := by positivity
  rcases mul_eq_zero.1 hz with h1 | h1
  · rcases mul_eq_zero.1 h1 with h2 | h2
    · exact absurd h2 hA
    · have h3 : x - 2 * x0 / 3 = 0 := (pow_eq_zero_iff two_ne_zero).1 h2
      linarith
  · exact absurd h1 hC
```

For $m,w,x_0>0$ the theorem states that $\Delta U=2mw^2x_0^2/27$, and that a point of $[0,x_0]$ has this potential exactly when it is $2x_0/3$.

Every factor of the gap is non-negative on the interval, so no value exceeds the claimed one, and `top` shows that it is reached. Together these give `hmax`, a greatest element, which is then the supremum. If the gap vanishes at some $x$ in the interval, the factors $mw^2/(2x_0)$ and $x+x_0/3$ are positive, so the squared factor must be zero.

```lean
/-- The slope of the cubic potential. -/
theorem hasDerivAt_cubicU (m w x0 x : ℝ) :
    HasDerivAt (cubicU m w x0) (m * w ^ 2 * x - 3 * m * w ^ 2 / (2 * x0) * x ^ 2) x := by
  have e : cubicU m w x0 = fun y => m * w ^ 2 / 2 * y ^ 2 - m * w ^ 2 / (2 * x0) * y ^ 3 := by
    funext y
    unfold cubicU
    ring
  rw [e]
  refine (((hasDerivAt_pow 2 x).const_mul (m * w ^ 2 / 2)).fun_sub
    ((hasDerivAt_pow 3 x).const_mul (m * w ^ 2 / (2 * x0)))).congr_deriv ?_
  push_cast
  ring
```

`HasDerivAt f a x` says that $f$ is differentiable at $x$ with derivative $a$. Writing $U=\frac{mw^2}2x^2-\frac{mw^2}{2x_0}x^3$ gives

$$U'(x)=mw^2x-\frac{3mw^2}{2x_0}x^2.$$

```lean
/-- The second derivative of the potential at `2 x0 / 3` is `-m w²`. -/
theorem curvature_at_top (m w : ℝ) {x0 : ℝ} (h0 : 0 < x0) :
    deriv (deriv (cubicU m w x0)) (2 * x0 / 3) = -(m * w ^ 2) := by
  have e : deriv (cubicU m w x0)
      = fun y => m * w ^ 2 * y - 3 * m * w ^ 2 / (2 * x0) * y ^ 2 :=
    funext fun y => (hasDerivAt_cubicU m w x0 y).deriv
  rw [e]
  refine (((hasDerivAt_id' (2 * x0 / 3)).const_mul (m * w ^ 2)).fun_sub
    ((hasDerivAt_pow 2 (2 * x0 / 3)).const_mul (3 * m * w ^ 2 / (2 * x0)))).deriv.trans ?_
  have hne : x0 ≠ 0 := h0.ne'
  simp only [Nat.cast_ofNat, Nat.reduceSub, pow_one]
  field_simp
  ring
```

A second differentiation gives $U''(x)=mw^2-3mw^2x/x_0$, which at $x=2x_0/3$ is $mw^2-2mw^2=-mw^2$. The barrier top is as sharply curved as the well bottom, with opposite sign.

```lean
/-- The thermal energy at the crossover temperature is `ħ w / (2 π)`. -/
theorem crossover_energy (hbar : ℝ) {k m w x0 : ℝ} (hk : 0 < k) (hm : 0 < m) (hw : 0 < w)
    (h0 : 0 < x0) : k * crossoverTemperature hbar k m w x0 = hbar * w / (2 * π) := by
  have e : -(-(m * w ^ 2)) / m = w ^ 2 := by
    rw [neg_neg, mul_div_cancel_left₀ _ hm.ne']
  have hpi : π ≠ 0 := pi_ne_zero
  rw [crossoverTemperature, curvature_at_top m w h0, e, sqrt_sq hw.le]
  field_simp
```

Therefore $\omega=\sqrt{w^2}=w$, using $w>0$, and $kT=\hbar w/(2\pi)$.

## The action across the barrier

```lean
/-- The tunnelling action of the cubic barrier is `36/5` times the barrier height divided by
the well frequency. -/
theorem tunnelAction_eq {m w x0 : ℝ} (hm : 0 < m) (hw : 0 < w) (h0 : 0 < x0) :
    tunnelAction m w x0 = 36 / 5 * barrierHeight m w x0 / w := by
  have hne : x0 ≠ 0 := h0.ne'
  -- the momentum under the barrier
  have hp : ∀ x, 0 ≤ x → √(2 * m * cubicU m w x0 x) = m * w * x * √(1 - x / x0) := by
    intro x hx
    have e : 2 * m * cubicU m w x0 x = (m * w * x) ^ 2 * (1 - x / x0) := by
      unfold cubicU
      ring
    rw [e, sqrt_mul (sq_nonneg _), sqrt_sq (by positivity)]
  have hcont : Continuous fun x => √(2 * m * cubicU m w x0 x) := by
    unfold cubicU
    fun_prop
  -- an antiderivative, continuous up to the turning point
  have key := intervalIntegral.integral_eq_sub_of_hasDerivAt_of_le
    (f := fun x => m * w * x0 ^ 2 * (2 / 5 * √(1 - x / x0) ^ 5 - 2 / 3 * √(1 - x / x0) ^ 3))
    (f' := fun x => √(2 * m * cubicU m w x0 x)) h0.le
    (Continuous.continuousOn (by fun_prop))
    (by
      intro x hx
      have hlt : 0 < 1 - x / x0 := by
        have : x / x0 < 1 := (div_lt_one h0).2 hx.2
        linarith
      have hs := (((hasDerivAt_id' x).div_const x0).const_sub 1).sqrt hlt.ne'
      refine ((((hs.fun_pow 5).const_mul (2 / 5)).fun_sub
        ((hs.fun_pow 3).const_mul (2 / 3))).const_mul (m * w * x0 ^ 2)).congr_deriv ?_
      rw [hp x hx.1.le]
      have hs0 : √(1 - x / x0) ≠ 0 := (sqrt_pos.2 hlt).ne'
      have hxs : x = x0 * (1 - √(1 - x / x0) ^ 2) := by
        rw [sq_sqrt hlt.le]
        field_simp
        ring
      simp only [Nat.cast_ofNat, Nat.reduceSub]
      generalize √(1 - x / x0) = s at hs0 hxs ⊢
      rw [hxs]
      field_simp
      ring)
    (hcont.intervalIntegrable _ _)
  rw [tunnelAction, key, (barrierHeight_eq hm hw h0).1]
  simp only [div_self hne, zero_div, sub_self, sub_zero, sqrt_zero, sqrt_one]
  field_simp
  ring
```

Put $s=\sqrt{1-x/x_0}$. For $0\le x\le x_0$ the magnitude of the imaginary momentum is $\sqrt{2mU}=mwxs$; this is `hp`. An antiderivative is

$$F(x)=mwx_0^2\left(\tfrac25s^5-\tfrac23s^3\right).$$

To check it, use $ds/dx=-1/(2x_0s)$ and $x=x_0(1-s^2)$:

$$F'(x)=mwx_0^2\,(2s^4-2s^2)\cdot\frac{-1}{2x_0s}=mwx_0\,s(1-s^2)=mwxs.$$

Since $F(x_0)=0$ and $F(0)=-\tfrac4{15}mwx_0^2$,

$$S=\tfrac8{15}mwx_0^2=\tfrac{36}5\,\frac{\Delta U}w.$$

The derivative of $s$ diverges at $x_0$, so the chain-rule computation above does not apply at that point. The version of the fundamental theorem used in `key` asks for $F'$ only inside the interval, with $F$ continuous up to the ends and the integrand integrable, so the endpoint needs no separate computation.

The sign of $w$ matters. With $m=x_0=1$ and $w=-1$ the potential is unchanged and $S=\tfrac8{15}$, but $\tfrac{36}5\Delta U/w=-\tfrac8{15}$.

## The bounce and the two exponents

```lean
/-- The bounce path obeys Newton's equation in the inverted potential, with zero total energy. -/
theorem bounce_motion (w t : ℝ) {m x0 : ℝ} (hm : 0 < m) (h0 : 0 < x0) :
    HasDerivAt (bouncePath w x0) (bounceVelocity w x0 t) t ∧
    HasDerivAt (bounceVelocity w x0) (deriv (cubicU m w x0) (bouncePath w x0 t) / m) t ∧
    m * bounceVelocity w x0 t ^ 2 / 2 - cubicU m w x0 (bouncePath w x0 t) = 0 := by
  have hne : x0 ≠ 0 := h0.ne'
  have hm' : m ≠ 0 := hm.ne'
  have hθ : HasDerivAt (fun s : ℝ => w * s / 2) (w / 2) t := by
    simpa using ((hasDerivAt_id' t).const_mul w).div_const 2
  have hC : cosh (w * t / 2) ≠ 0 := (cosh_pos _).ne'
  have hS : sinh (w * t / 2) ^ 2 = cosh (w * t / 2) ^ 2 - 1 := by
    rw [cosh_sq]
    ring
  refine ⟨?_, ?_, ?_⟩
  · refine ((hasDerivAt_const t x0).fun_div (hθ.cosh.fun_pow 2)
      (pow_ne_zero 2 hC)).congr_deriv ?_
    simp only [bounceVelocity, Nat.cast_ofNat, Nat.reduceSub, pow_one]
    generalize cosh (w * t / 2) = C at hC ⊢
    field_simp
    ring
  · refine ((hθ.sinh.const_mul (-w * x0)).fun_div (hθ.cosh.fun_pow 3)
      (pow_ne_zero 3 hC)).congr_deriv ?_
    rw [(hasDerivAt_cubicU m w x0 _).deriv]
    simp only [bouncePath, Nat.cast_ofNat, Nat.reduceSub]
    generalize cosh (w * t / 2) = C at hC hS ⊢
    generalize sinh (w * t / 2) = S at hS ⊢
    trans -(w ^ 2 * x0 / 2) * (C ^ 2 - 3 * S ^ 2) / C ^ 4
    · field_simp
      ring
    · rw [hS]
      field_simp
      ring
  · simp only [bounceVelocity, bouncePath, cubicU]
    generalize cosh (w * t / 2) = C at hC hS ⊢
    generalize sinh (w * t / 2) = S at hS ⊢
    have e : (-w * x0 * S / C ^ 3) ^ 2 = w ^ 2 * x0 ^ 2 * S ^ 2 / C ^ 6 := by ring
    rw [e, hS]
    field_simp
    ring
```

At every time $t$, three things hold: $\dot x=v$, $m\dot v=U'(x)$ and $\tfrac12mv^2-U(x)=0$. The plus sign in front of $U'$ is Newton's law in the inverted potential $-U$.

With $C=\cosh(wt/2)$ and $\sinh^2(wt/2)=C^2-1$, differentiating $v$ gives

$$\dot v=-\frac{w^2x_0}2\cdot\frac{3-2C^2}{C^4}=\frac{w^2x_0}{C^2}-\frac{3w^2x_0}{2C^4},$$

which is $U'(x)/m$ at $x=x_0/C^2$. For the energy, both $\tfrac12mv^2$ and $U(x)$ equal $mw^2x_0^2(C^2-1)/(2C^6)$. The Lean proof treats the three claims in this order.

The action could also have been defined along this path, as $\int_{-\infty}^{\infty}m\,v(t)^2\,dt$. That gives the same number, with the factor 2 arising from the motion itself, but it calls for an integral over infinite time in place of one over $[0,x_0]$.

```lean
/-- The Arrhenius exponent at the crossover temperature is strictly smaller than the zero-energy
tunnelling exponent. -/
theorem arrhenius_lt_tunnel {hbar k m w x0 : ℝ} (hh : 0 < hbar) (hk : 0 < k) (hm : 0 < m)
    (hw : 0 < w) (h0 : 0 < x0) :
    barrierHeight m w x0 / (k * crossoverTemperature hbar k m w x0)
      < tunnelAction m w x0 / hbar := by
  have hB : 0 < barrierHeight m w x0 := by
    rw [(barrierHeight_eq hm hw h0).1]
    positivity
  rw [crossover_energy hbar hk hm hw h0, tunnelAction_eq hm hw h0]
  generalize barrierHeight m w x0 = B at hB ⊢
  have hpi : π ≠ 0 := pi_ne_zero
  have e1 : B / (hbar * w / (2 * π)) = 2 * π * (B / (hbar * w)) := by
    field_simp
  have e2 : 36 / 5 * B / w / hbar = 36 / 5 * (B / (hbar * w)) := by
    field_simp
  rw [e1, e2]
  -- the comparison comes down to 2π < 36/5
  exact mul_lt_mul_of_pos_right (by linarith [pi_lt_d2]) (by positivity)

end

end CubicBarrier
```

At the crossover temperature the Arrhenius exponent is $\Delta U/(kT)=2\pi\,\Delta U/(\hbar w)$, while the zero-energy tunnelling exponent is $S/\hbar=\tfrac{36}5\,\Delta U/(\hbar w)$. These are `e1` and `e2`. The common factor is positive, so the comparison reduces to $2\pi<\tfrac{36}5$, which follows from the bound $\pi<3.15$ in `pi_lt_d2`. The inequality compares exponents only; prefactors of the rates do not enter.

```lean
#print axioms CubicBarrier.tunnelAction_eq
-- 'CubicBarrier.tunnelAction_eq' depends on axioms: [propext, Classical.choice, Quot.sound]
#print axioms CubicBarrier.bounce_motion
-- 'CubicBarrier.bounce_motion' depends on axioms: [propext, Classical.choice, Quot.sound]
#print axioms CubicBarrier.arrhenius_lt_tunnel
-- 'CubicBarrier.arrhenius_lt_tunnel' depends on axioms: [propext, Classical.choice, Quot.sound]
```
